# For a fully polarised spin, quadratic zero-field splitting scales the anisotropy energy by s(s − 1/2)

## From energy differences to a D tensor

One way to obtain the zero-field splitting tensor D of a molecule is to compute its energy with the spin pointing along several directions and to divide the energy differences by a factor that depends on the spin s. For a classical vector of length s the factor would be s². For a quantum spin described by the quadratic spin Hamiltonian alone, in fully polarised states, it is s(s − 1/2). At s = 1, dividing by s² would halve the anisotropy.

## The spin model and its energy

Let S_0, S_1, S_2 be Hermitian matrices, with ħ = 1, indices taken cyclically and I the imaginary unit:

S_i S_{i+1} − S_{i+1} S_i = I S_{i+2}

S_0² + S_1² + S_2² = s(s + 1)

Let n be a real unit vector and ψ a unit vector with (n·S)ψ = sψ. Write ⟨A⟩ = ⟨ψ, Aψ⟩. For real symmetric D,

⟨Σ_ij D_ij S_i S_j⟩ = s(s − 1/2) n·Dn + (s/2) Tr D.

The energy here is an expectation value: a polarised state need not be an eigenstate of the Hamiltonian, and energy differences between directions need not be gaps between its levels. The trace term is the same for all directions and drops out of energy differences. At s = 1/2 the first term vanishes, so there is no anisotropy.

## The spin vector acting on a polarised state

The first step is to show that

Sψ = s nψ + I (n×S)ψ.

Put a = Sψ, b = s nψ and c = I (n×S)ψ, each a triple of state vectors, with inner products summed over the three components. Then:

- ‖a‖² = s(s + 1), from the total square.
- ‖b‖² = s².
- ‖c‖² = ‖Sψ‖² − ‖(n·S)ψ‖² = s(s + 1) − s² = s.
- ⟨a, b⟩ = s⟨n·S⟩ = s².
- ⟨a, c⟩ = I⟨S·(n×S)⟩ = −I⟨n·(S×S)⟩ = ⟨n·S⟩ = s, because S×S = I S.
- ⟨b, c⟩ = 0, because n·(n×S) = 0.

Hence

‖a − b − c‖² = s(s + 1) + s² + s − 2s² − 2s = 0,

and each component of a − b − c is zero.

## Mean spin and correlations

Taking the inner product with ψ gives ⟨S⟩ = s n + I n×⟨S⟩. Since ⟨S⟩ is real, the real part reads ⟨S_i⟩ = s n_i.

Now insert the formula for S_jψ on the right of ⟨S_iψ, S_jψ⟩ and on the left of ⟨S_jψ, S_iψ⟩, and add:

⟨S_i S_j + S_j S_i⟩ = 2s² n_i n_j + I (n_{j+1}⟨[S_i, S_{j+2}]⟩ − n_{j+2}⟨[S_i, S_{j+1}]⟩).

The commutators follow from I⟨[S_i, S_{i+1}]⟩ = −s n_{i+2}. For i = j the last term is s(n_{j+1}² + n_{j+2}²) = s(1 − n_j²). For i ≠ j one commutator vanishes and the other gives −s n_i n_j. In both cases

⟨S_i S_j + S_j S_i⟩ = s(2s − 1) n_i n_j + s δ_ij.

Because D is symmetric, the energy is half the contraction of D with this expression, which is the stated formula.

## An eigenvector with the wrong eigenvalue

It is not enough that ψ is an eigenvector of n·S. Take s = 1, the Cartesian spin matrices, n = (0, 0, 1), ψ = (0, 0, 1) and D = diag(0, 0, 1). Then S_2ψ = 0, so ψ is an eigenvector with eigenvalue 0 and its energy ⟨S_2²⟩ is 0. The formula would give 1/2 + 1/2 = 1.

## How the Lean statement represents the spin

`IsSpin S s` collects Hermiticity, the commutators and the total square for a triple of complex matrices of any finite size. The representation may be reducible, provided every block has the same s. `IsPolarized S s n ψ` says that n and ψ are normalised and that ψ has eigenvalue s. `expect ψ A` is ⟨ψ, Aψ⟩ and `zfs S D` is the Hamiltonian.

`zfs_energy` is the energy formula. It equates a complex expectation value with a real number, so it also says that the energy is real. `anisotropy_energy` subtracts the energies for two directions n and n'. `spinOne_witness` supplies an example with s = 1, whose state is (1, I, 0)/√2 up to a phase.

D is given, not derived from spin–orbit or spin–spin coupling, and the Hamiltonian has no terms of higher order in the spin. Recovering D from the energies computed for several directions is a further linear fit, which these theorems leave to the reader; energy differences can fix only its traceless part, and only for s > 1/2.

## The complete file

```lean
import Mathlib

open Matrix
open Complex (I)
open scoped ComplexOrder

namespace ZeroFieldSplitting

variable {m : Type*} [Fintype m] [DecidableEq m]

/-- Three Hermitian matrices that obey the spin commutation relations (indices are cyclic)
and whose squares add up to `s (s + 1)`. -/
structure IsSpin (S : Fin 3 → Matrix m m ℂ) (s : ℝ) : Prop where
  herm : ∀ i, (S i).IsHermitian
  comm : ∀ i, S i * S (i + 1) - S (i + 1) * S i = I • S (i + 2)
  casimir : ∑ i, S i * S i = ((s * (s + 1) : ℝ) : ℂ) • (1 : Matrix m m ℂ)

/-- The unit vector `ψ` is polarised along the real unit vector `n`: `(n · S) ψ = s ψ`. -/
structure IsPolarized (S : Fin 3 → Matrix m m ℂ) (s : ℝ) (n : Fin 3 → ℝ) (ψ : m → ℂ) :
    Prop where
  dir : n 0 ^ 2 + n 1 ^ 2 + n 2 ^ 2 = 1
  unit : star ψ ⬝ᵥ ψ = 1
  eig : (∑ i, (n i : ℂ) • S i) *ᵥ ψ = (s : ℂ) • ψ

/-- The expectation value `⟨ψ, A ψ⟩`. -/
def expect (ψ : m → ℂ) (A : Matrix m m ℂ) : ℂ := star ψ ⬝ᵥ (A *ᵥ ψ)

/-- The zero-field splitting Hamiltonian `∑ D_ij S_i S_j`. -/
def zfs (S : Fin 3 → Matrix m m ℂ) (D : Matrix (Fin 3) (Fin 3) ℝ) : Matrix m m ℂ :=
  ∑ i, ∑ j, (D i j : ℂ) • (S i * S j)

variable {S : Fin 3 → Matrix m m ℂ} {s : ℝ} {n : Fin 3 → ℝ} {ψ : m → ℂ}

/-- For a spin `S`, the inner products of `S_i ψ` with `ψ` and with `S_j ψ` are the expectation
values of `S_i` and of `S_i S_j`. -/
theorem spin_inner (h : IsSpin S s) (ψ : m → ℂ) :
    (∀ i, star (S i *ᵥ ψ) ⬝ᵥ ψ = expect ψ (S i)) ∧
      ∀ i j, star (S i *ᵥ ψ) ⬝ᵥ (S j *ᵥ ψ) = expect ψ (S i * S j) := by
  have move : ∀ i φ, star (S i *ᵥ ψ) ⬝ᵥ φ = star ψ ⬝ᵥ (S i *ᵥ φ) := fun i φ => by
    rw [Matrix.star_mulVec, (h.herm i).eq, Matrix.dotProduct_mulVec]
  exact ⟨fun i => move i ψ, fun i j => by rw [move, Matrix.mulVec_mulVec, expect]⟩

/-- The commutation relations, taken as expectation values. -/
theorem expect_comm (h : IsSpin S s) (ψ : m → ℂ) (i : Fin 3) :
    expect ψ (S i * S (i + 1)) - expect ψ (S (i + 1) * S i) = I * expect ψ (S (i + 2)) := by
  have e := congrArg (expect ψ) (h.comm i)
  simpa only [expect, Matrix.sub_mulVec, Matrix.smul_mulVec, dotProduct_sub, dotProduct_smul,
    smul_eq_mul] using e

/-- On a state polarised along `n`, the spin vector acts as `S ψ = s n ψ + i (n × S) ψ`. -/
theorem spin_on_polarized (h : IsSpin S s) (p : IsPolarized S s n ψ) (i : Fin 3) :
    S i *ᵥ ψ = ((s : ℂ) * n i) • ψ + I • ((n (i + 1) : ℂ) • (S (i + 2) *ᵥ ψ)
      - (n (i + 2) : ℂ) • (S (i + 1) *ᵥ ψ)) := by
  obtain ⟨left, gram⟩ := spin_inner h ψ
  have right : ∀ i, star ψ ⬝ᵥ (S i *ᵥ ψ) = expect ψ (S i) := fun _ => rfl
  have hn : (n 0 : ℂ) ^ 2 + n 1 ^ 2 + n 2 ^ 2 = 1 := by exact_mod_cast p.dir
  have hC : expect ψ (S 0 * S 0) + expect ψ (S 1 * S 1) + expect ψ (S 2 * S 2)
      = (s : ℂ) * (s + 1) := by
    have e := congrArg (expect ψ) h.casimir
    simpa only [expect, Fin.sum_univ_three, Matrix.add_mulVec, Matrix.smul_mulVec,
      dotProduct_add, dotProduct_smul, smul_eq_mul, Matrix.one_mulVec, p.unit, mul_one,
      Complex.ofReal_mul, Complex.ofReal_add, Complex.ofReal_one] using e
  have eig := p.eig
  simp only [Fin.sum_univ_three, Matrix.add_mulVec, Matrix.smul_mulVec] at eig
  have hP := congrArg (fun v => star ψ ⬝ᵥ v) eig
  simp only [dotProduct_add, dotProduct_smul, smul_eq_mul, right, p.unit] at hP
  have hE := fun j => congrArg (fun v => star (S j *ᵥ ψ) ⬝ᵥ v) eig
  simp only [dotProduct_add, dotProduct_smul, smul_eq_mul, gram, left] at hE
  have c0 := expect_comm h ψ 0
  have c1 := expect_comm h ψ 1
  have c2 := expect_comm h ψ 2
  simp only [Fin.reduceAdd] at c0 c1 c2
  -- the squared norms of the three components of the difference add up to zero
  have key : ∀ v : Fin 3 → m → ℂ, (∀ i, v i = S i *ᵥ ψ - ((s : ℂ) * n i) • ψ
      - I • ((n (i + 1) : ℂ) • (S (i + 2) *ᵥ ψ) - (n (i + 2) : ℂ) • (S (i + 1) *ᵥ ψ))) →
      ∀ i, v i = 0 := by
    intro v hv
    have hN : star (v 0) ⬝ᵥ v 0 + star (v 1) ⬝ᵥ v 1 + star (v 2) ⬝ᵥ v 2 = 0 := by
      simp only [hv, Fin.reduceAdd, star_sub, star_smul, sub_dotProduct, smul_dotProduct,
        dotProduct_sub, dotProduct_smul, smul_eq_mul, gram, left, right, p.unit,
        Complex.star_def, map_mul, Complex.conj_I, Complex.conj_ofReal]
      linear_combination 2 * I * (n 2 * c0 + n 0 * c1 + n 1 * c2) + (2 * I ^ 2 - 2 * s) * hP
        + (s ^ 2 - I ^ 2 * (expect ψ (S 0 * S 0) + expect ψ (S 1 * S 1)
          + expect ψ (S 2 * S 2))) * hn + (1 - I ^ 2) * hC
        + I ^ 2 * (n 0 * hE 0 + n 1 * hE 1 + n 2 * hE 2 + s * hP) + s * Complex.I_sq
    have pos : ∀ i, 0 ≤ star (v i) ⬝ᵥ v i := fun i => dotProduct_star_self_nonneg (v i)
    obtain ⟨h01, h2⟩ := (add_eq_zero_iff_of_nonneg (add_nonneg (pos 0) (pos 1)) (pos 2)).1 hN
    obtain ⟨h0, h1⟩ := (add_eq_zero_iff_of_nonneg (pos 0) (pos 1)).1 h01
    intro i
    apply dotProduct_star_self_eq_zero.1
    fin_cases i
    exacts [h0, h1, h2]
  have e := key _ (fun _ => rfl) i
  rwa [sub_sub, sub_eq_zero] at e

/-- In a state polarised along `n` the mean spin vector is `s n`. -/
theorem expect_spin (h : IsSpin S s) (p : IsPolarized S s n ψ) (i : Fin 3) :
    expect ψ (S i) = (s : ℂ) * n i := by
  have him : ∀ k, (expect ψ (S k)).im = 0 := fun k => by
    have e : star (S k *ᵥ ψ) ⬝ᵥ ψ = star (expect ψ (S k)) := Matrix.star_dotProduct ..
    exact Complex.conj_eq_iff_im.1 (e.symm.trans ((spin_inner h ψ).1 k))
  have e : expect ψ (S i) = (s : ℂ) * n i + I * (n (i + 1) * expect ψ (S (i + 2))
      - n (i + 2) * expect ψ (S (i + 1))) := by
    have e := congrArg (fun v => star ψ ⬝ᵥ v) (spin_on_polarized h p i)
    simpa only [expect, dotProduct_add, dotProduct_sub, dotProduct_smul, smul_eq_mul, p.unit,
      mul_one] using e
  -- the cross product term is purely imaginary, the mean spin is real
  apply Complex.ext
  · have r := congrArg Complex.re e
    simpa [him] using r
  · simp [him]

/-- Symmetrised spin correlations in a state polarised along `n`:
`⟨S_i S_j + S_j S_i⟩ = s (2 s - 1) n_i n_j + s δ_ij`. -/
theorem spin_correlation (h : IsSpin S s) (p : IsPolarized S s n ψ) (i j : Fin 3) :
    expect ψ (S i * S j) + expect ψ (S j * S i)
      = (s : ℂ) * (2 * s - 1) * n i * n j + if i = j then (s : ℂ) else 0 := by
  obtain ⟨left, gram⟩ := spin_inner h ψ
  have right : ∀ i, star ψ ⬝ᵥ (S i *ᵥ ψ) = expect ψ (S i) := fun _ => rfl
  have hn : (n 0 : ℂ) ^ 2 + n 1 ^ 2 + n 2 ^ 2 = 1 := by exact_mod_cast p.dir
  -- insert the action of the spin on either side: products enter only through commutators
  have P : ∀ j i, expect ψ (S i * S j) + expect ψ (S j * S i) = 2 * (s : ℂ) ^ 2 * n i * n j
      + I * (n (j + 1) * (expect ψ (S i * S (j + 2)) - expect ψ (S (j + 2) * S i))
        - n (j + 2) * (expect ψ (S i * S (j + 1)) - expect ψ (S (j + 1) * S i))) := by
    intro j i
    have a := congrArg (fun v => star (S i *ᵥ ψ) ⬝ᵥ v) (spin_on_polarized h p j)
    have b := congrArg (fun v => star v ⬝ᵥ (S i *ᵥ ψ)) (spin_on_polarized h p j)
    simp only [dotProduct_add, dotProduct_sub, dotProduct_smul, smul_eq_mul, gram, left,
      expect_spin h p i] at a
    simp only [star_add, star_sub, star_smul, add_dotProduct, sub_dotProduct, smul_dotProduct,
      smul_eq_mul, gram, right, expect_spin h p i, Complex.star_def, map_mul, Complex.conj_I,
      Complex.conj_ofReal] at b
    linear_combination a + b
  have d : ∀ i, I * (expect ψ (S i * S (i + 1)) - expect ψ (S (i + 1) * S i))
      = -(s : ℂ) * n (i + 2) := fun i => by
    rw [expect_comm h, expect_spin h p]
    linear_combination (s : ℂ) * n (i + 2) * Complex.I_sq
  have d0 := d 0
  have d1 := d 1
  have d2 := d 2
  have p0 := P 0
  have p1 := P 1
  have p2 := P 2
  simp only [Fin.reduceAdd] at d0 d1 d2 p0 p1 p2
  have t : ∀ k : Fin 3, k = 0 ∨ k = 1 ∨ k = 2 := by decide
  rcases t i with rfl | rfl | rfl <;> rcases t j with rfl | rfl | rfl <;>
    simp only [Fin.reduceEq, ↓reduceIte]
  · linear_combination p0 0 - n 1 * d2 - n 2 * d0 + s * hn
  · linear_combination p0 1 + n 1 * d1
  · linear_combination p0 2 + n 2 * d1
  · linear_combination p0 1 + n 1 * d1
  · linear_combination p1 1 - n 2 * d0 - n 0 * d1 + s * hn
  · linear_combination p1 2 + n 2 * d2
  · linear_combination p0 2 + n 2 * d1
  · linear_combination p1 2 + n 2 * d2
  · linear_combination p2 2 - n 0 * d1 - n 1 * d2 + s * hn

/-- For real symmetric `D`, the zero-field splitting energy of a state polarised along `n` is
`s (s - 1/2) n · D n + (s/2) Tr D`. -/
theorem zfs_energy (h : IsSpin S s) (p : IsPolarized S s n ψ)
    {D : Matrix (Fin 3) (Fin 3) ℝ} (hD : D.IsSymm) :
    expect ψ (zfs S D)
      = ((s * (s - 1 / 2) * (n ⬝ᵥ D *ᵥ n) + s / 2 * D.trace : ℝ) : ℂ) := by
  have hR : n ⬝ᵥ D *ᵥ n = n 0 * (D 0 0 * n 0 + D 0 1 * n 1 + D 0 2 * n 2)
      + n 1 * (D 1 0 * n 0 + D 1 1 * n 1 + D 1 2 * n 2)
      + n 2 * (D 2 0 * n 0 + D 2 1 * n 1 + D 2 2 * n 2) := by
    simp only [dotProduct, Matrix.mulVec, Fin.sum_univ_three]
  have c00 := spin_correlation h p 0 0
  have c11 := spin_correlation h p 1 1
  have c22 := spin_correlation h p 2 2
  have c01 := spin_correlation h p 0 1
  have c02 := spin_correlation h p 0 2
  have c12 := spin_correlation h p 1 2
  simp only [expect, Fin.reduceEq, ↓reduceIte] at c00 c11 c22 c01 c02 c12
  rw [hR, Matrix.trace_fin_three]
  simp only [zfs, expect, Fin.sum_univ_three, Matrix.add_mulVec, Matrix.smul_mulVec,
    dotProduct_add, dotProduct_smul, smul_eq_mul]
  rw [hD.apply 0 1, hD.apply 0 2, hD.apply 1 2]
  push_cast
  -- contract the correlation tensor with D
  linear_combination (D 0 0 : ℂ) / 2 * c00 + (D 1 1 : ℂ) / 2 * c11 + (D 2 2 : ℂ) / 2 * c22
    + D 0 1 * c01 + D 0 2 * c02 + D 1 2 * c12

/-- For real symmetric `D`, the energies of states polarised along `n` and `n'` differ by
`s (s - 1/2)` times the difference of `n · D n` and `n' · D n'`. -/
theorem anisotropy_energy (h : IsSpin S s) {n' : Fin 3 → ℝ} {ψ' : m → ℂ}
    (p : IsPolarized S s n ψ) (p' : IsPolarized S s n' ψ')
    {D : Matrix (Fin 3) (Fin 3) ℝ} (hD : D.IsSymm) :
    expect ψ (zfs S D) - expect ψ' (zfs S D)
      = ((s * (s - 1 / 2) * (n ⬝ᵥ D *ᵥ n - n' ⬝ᵥ D *ᵥ n') : ℝ) : ℂ) := by
  rw [zfs_energy h p hD, zfs_energy h p' hD]
  push_cast
  ring

/-- The spin-one matrices in the Cartesian basis. -/
def spinOne : Fin 3 → Matrix (Fin 3) (Fin 3) ℂ :=
  ![!![0, 0, 0; 0, 0, -I; 0, I, 0], !![0, 0, I; 0, 0, 0; -I, 0, 0],
    !![0, -I, 0; I, 0, 0; 0, 0, 0]]

/-- The Cartesian spin-one matrices form a spin with `s = 1`, and the vector
`((1 + i)/2, (i - 1)/2, 0)` is polarised along the third axis. -/
theorem spinOne_witness : IsSpin spinOne 1 ∧
    IsPolarized spinOne 1 ![0, 0, 1] ![(1 + I) / 2, (I - 1) / 2, 0] := by
  have c : ∀ k : Fin 3, k = 0 ∨ k = 1 ∨ k = 2 := by decide
  have h2 : (starRingEnd ℂ) 2 = 2 := by apply Complex.ext <;> simp
  have hk : ((starRingEnd ℂ) 2)⁻¹ = 1 / 2 := by rw [h2, one_div]
  refine ⟨⟨fun i => ?_, fun i => ?_, ?_⟩, ⟨?_, ?_, ?_⟩⟩
  · rcases c i with rfl | rfl | rfl <;> ext a b <;> fin_cases a <;> fin_cases b <;>
      simp [spinOne, Matrix.conjTranspose_apply]
  · rcases c i with rfl | rfl | rfl <;> ext a b <;> fin_cases a <;> fin_cases b <;>
      simp [spinOne]
  · ext a b
    fin_cases a <;> fin_cases b <;> simp [spinOne, Fin.sum_univ_three]
  · simp
  · simp [dotProduct, Fin.sum_univ_three]
    linear_combination (-1 / 2) * Complex.I_sq + (1 - I ^ 2) * hk
  · ext a
    fin_cases a
    · simp [spinOne, Matrix.mulVec, dotProduct, Fin.sum_univ_three]
      linear_combination (-1 / 2) * Complex.I_sq
    · simp [spinOne, Matrix.mulVec, dotProduct, Fin.sum_univ_three]
      linear_combination (1 / 2) * Complex.I_sq
    · simp [spinOne, Matrix.mulVec, dotProduct, Fin.sum_univ_three]

end ZeroFieldSplitting
```

```lean
#print axioms ZeroFieldSplitting.zfs_energy
#print axioms ZeroFieldSplitting.anisotropy_energy
```

```
'ZeroFieldSplitting.zfs_energy' depends on axioms: [propext, Classical.choice, Quot.sound]
'ZeroFieldSplitting.anisotropy_energy' depends on axioms: [propext, Classical.choice, Quot.sound]
```

## From operators to commuting numbers

`spin_inner` uses Hermiticity to turn inner products of the vectors S_iψ into expectation values, and `expect_comm` takes the expectation value of both sides of the commutation relations. After that, the algebra concerns complex numbers, which commute. The expectation values of `S 0 * S 1` and `S 1 * S 0` are separate unknowns, and the commutator equation gives their difference.

This is what lets `linear_combination` do the central work. The tactic is given known equations with coefficients, and checks by ring arithmetic that their combination yields the goal. In `spin_on_polarized` it proves `hN`, the vanishing of the summed squared norms. The ingredients are those of the derivation: `c0`, `c1`, `c2` are the commutators, `hC` the total square, `hn` the length of n, and `hP` and `hE` the eigenvalue equation paired with ψ and with S_jψ. Since each squared norm is nonnegative, `add_eq_zero_iff_of_nonneg` makes each one zero, and `dotProduct_star_self_eq_zero` makes each vector zero.

`expect_spin` compares real and imaginary parts. In `spin_correlation`, `P` is the sum of the two insertions and `d` evaluates the commutators; the nine index pairs are then closed one by one, with `hn` needed only on the diagonal. `zfs_energy` contracts the correlations with D, using `hD` to identify its off-diagonal entries.
